# In an elastic collision, a moving projectile heavier than its resting target is deflected by at most \(\arcsin(m_2/m_1)\)

For a moving particle that strikes a lighter one at rest, the collision is represented here only by conservation of momentum and kinetic energy; no force law, impact parameter or trajectory enters. Let the projectile have mass \(m_1\), initial velocity \(v\) and final velocity \(u\) (often written \(v_1'\)). The target has mass \(m_2\) and recoil velocity \(w\). If \(0<m_2<m_1\), then

\[
\langle u,v\rangle \ge \sqrt{1-(m_2/m_1)^2}\,\|u\|\,\|v\| .
\]

For \(v\ne0\), this limits the laboratory scattering angle \(\theta\) between \(u\) and \(v\) to \(\arcsin(m_2/m_1)\).

## Checking laboratory angles in a collision routine

In a Monte Carlo code for non-relativistic elastic two-body collisions with stationary, lighter targets, the bound checks the velocities after they are transformed from the centre-of-mass frame to the laboratory. An angle above the limit by more than rounding signals an error; an angle below it does not show that the event is correct. Identity (1) below is a sharper check, because it is an equality for every event.

## From the conservation laws to the angle

Momentum conservation gives \(m_2w=m_1(v-u)\). Taking squared norms,

\[
m_2^2\|w\|^2=m_1^2\left(\|v\|^2+\|u\|^2-2\langle u,v\rangle\right).
\]

Energy conservation, multiplied by \(2m_2\), gives \(m_2^2\|w\|^2=m_1m_2(\|v\|^2-\|u\|^2)\). Equating the two and dividing by \(m_1\),

\[
2m_1\langle u,v\rangle=(m_1-m_2)\|v\|^2+(m_1+m_2)\|u\|^2. \tag{1}
\]

Since \(m_1\sqrt{1-(m_2/m_1)^2}=\sqrt{m_1-m_2}\sqrt{m_1+m_2}\), completing the square gives

\[
\begin{aligned}
&2m_1\left(\langle u,v\rangle-\sqrt{1-(m_2/m_1)^2}\,\|u\|\|v\|\right)\\
&\qquad=\left(\sqrt{m_1-m_2}\,\|v\|-\sqrt{m_1+m_2}\,\|u\|\right)^2\ge0 .
\end{aligned}
\]

This is the bound. Equality holds exactly when \((m_1+m_2)\|u\|^2=(m_1-m_2)\|v\|^2\).

For \(v\ne0\), setting \(u=0\) in (1) would give \(0=(m_1-m_2)\|v\|^2>0\), so \(u\ne0\). Dividing the bound by \(\|u\|\|v\|\) gives \(\cos\theta\ge\cos(\arcsin(m_2/m_1))\), and cosine decreases on \([0,\pi]\).

To reach the limit, take \(n\perp v\) with \(\|n\|=\|v\|\), and put \(r=m_2/m_1\), \(s=\sqrt{(m_1-m_2)/(m_1+m_2)}\) and

\[
u=(1-r)v+rs\,n,\qquad w=v-s\,n .
\]

The \(n\) terms cancel in the total momentum, leaving \(m_1v\). From \(1-r=(1+r)s^2\),

\[
\|u\|^2=\left((1-r)^2+r^2s^2\right)\|v\|^2=s^2\|v\|^2,\qquad \|w\|^2=(1+s^2)\|v\|^2 .
\]

Energy is conserved because \(m_1s^2+m_2(1+s^2)=m_1\), and the equality condition holds.

For \(0<m_1<m_2\), the head-on collision

\[
u=\frac{m_1-m_2}{m_1+m_2}\,v,\qquad w=\frac{2m_1}{m_1+m_2}\,v
\]

conserves momentum and energy, since \((m_1-m_2)+2m_2=m_1+m_2\) and \((m_1-m_2)^2+4m_1m_2=(m_1+m_2)^2\). It reverses the projectile, so a lighter projectile has no limit below \(\pi\).

## Masses 5 and 3

Take \(m_1=5\), \(m_2=3\), \(v=(10,0)\) and \(n=(0,10)\). Then \(s=1/2\), \(u=(4,3)\) and \(w=(10,-5)\). The momentum is \((20,15)+(30,-15)=(50,0)\), and twice the kinetic energy is \(125+375=500\), as before the collision. Here \(\cos\theta=40/50=4/5\), so \(\theta=\arcsin(3/5)\approx36.9^\circ\).

## The Lean file

```lean
import Mathlib

open scoped InnerProductSpace
open InnerProductGeometry

namespace MaximumScatteringAngle

variable {V : Type*} [NormedAddCommGroup V] [InnerProductSpace ℝ V]

/-- A projectile of mass `m₁` and velocity `v` meets a resting target of mass `m₂`; afterwards
they move with velocities `u` and `w`. Momentum and kinetic energy are conserved. -/
structure ElasticCollision (m₁ m₂ : ℝ) (v u w : V) : Prop where
  momentum : m₁ • v = m₁ • u + m₂ • w
  energy : 1 / 2 * m₁ * ‖v‖ ^ 2 = 1 / 2 * m₁ * ‖u‖ ^ 2 + 1 / 2 * m₂ * ‖w‖ ^ 2

/-- Eliminating the recoil of the target leaves one relation between the initial and final
velocities of a projectile of nonzero mass. -/
theorem projectile_relation {m₁ m₂ : ℝ} {v u w : V} (hm : m₁ ≠ 0)
    (h : ElasticCollision m₁ m₂ v u w) :
    2 * m₁ * ⟪u, v⟫_ℝ = (m₁ - m₂) * ‖v‖ ^ 2 + (m₁ + m₂) * ‖u‖ ^ 2 := by
  -- the target carries away the momentum lost by the projectile
  have hw : m₂ • w = m₁ • (v - u) := by
    rw [smul_sub, h.momentum]
    abel
  have hn := congrArg (fun x : V => ‖x‖ ^ 2) hw
  simp only [norm_smul, mul_pow, Real.norm_eq_abs, sq_abs, norm_sub_sq_real] at hn
  have hc : ⟪v, u⟫_ℝ = ⟪u, v⟫_ℝ := real_inner_comm _ _
  rw [hc] at hn
  apply mul_left_cancel₀ hm
  linear_combination 2 * m₂ * h.energy + hn

/-- In an elastic collision with a lighter resting target, the amount by which `⟪u, v⟫` exceeds its
lower bound is a perfect square, up to the factor `2 m₁`. -/
theorem excess_eq_sq {m₁ m₂ : ℝ} {v u w : V} (h₂ : 0 < m₂) (h₁ : m₂ < m₁)
    (h : ElasticCollision m₁ m₂ v u w) :
    2 * m₁ * (⟪u, v⟫_ℝ - √(1 - (m₂ / m₁) ^ 2) * ‖u‖ * ‖v‖) =
      (√(m₁ - m₂) * ‖v‖ - √(m₁ + m₂) * ‖u‖) ^ 2 := by
  have hm : 0 < m₁ := h₂.trans h₁
  have hA : √(m₁ - m₂) ^ 2 = m₁ - m₂ := Real.sq_sqrt (by linarith)
  have hB : √(m₁ + m₂) ^ 2 = m₁ + m₂ := Real.sq_sqrt (by linarith)
  have hc : m₁ * √(1 - (m₂ / m₁) ^ 2) = √(m₁ - m₂) * √(m₁ + m₂) := by
    have hr : m₂ / m₁ * m₁ = m₂ := div_mul_cancel₀ _ hm.ne'
    have e : (m₁ - m₂) * (m₁ + m₂) = m₁ ^ 2 * (1 - (m₂ / m₁) ^ 2) := by
      linear_combination (m₂ / m₁ * m₁ + m₂) * hr
    rw [← Real.sqrt_mul (by linarith : 0 ≤ m₁ - m₂), e, Real.sqrt_mul (sq_nonneg m₁),
      Real.sqrt_sq hm.le]
  linear_combination projectile_relation hm.ne' h - 2 * ‖u‖ * ‖v‖ * hc
    - ‖v‖ ^ 2 * hA - ‖u‖ ^ 2 * hB

/-- In an elastic collision of a projectile with a lighter resting target, `⟪u, v⟫` is at least
`√(1 - (m₂/m₁)²) ‖u‖ ‖v‖`. -/
theorem inner_lower_bound {m₁ m₂ : ℝ} {v u w : V} (h₂ : 0 < m₂) (h₁ : m₂ < m₁)
    (h : ElasticCollision m₁ m₂ v u w) :
    √(1 - (m₂ / m₁) ^ 2) * ‖u‖ * ‖v‖ ≤ ⟪u, v⟫_ℝ := by
  have hm : 0 < 2 * m₁ := by linarith
  have hs := sq_nonneg (√(m₁ - m₂) * ‖v‖ - √(m₁ + m₂) * ‖u‖)
  rw [← excess_eq_sq h₂ h₁ h] at hs
  exact sub_nonneg.mp (nonneg_of_mul_nonneg_right hs hm)

/-- In an elastic collision with a lighter resting target, the lower bound on `⟪u, v⟫` is attained
exactly when `(m₁ + m₂) ‖u‖² = (m₁ - m₂) ‖v‖²`. -/
theorem inner_eq_bound_iff {m₁ m₂ : ℝ} {v u w : V} (h₂ : 0 < m₂) (h₁ : m₂ < m₁)
    (h : ElasticCollision m₁ m₂ v u w) :
    ⟪u, v⟫_ℝ = √(1 - (m₂ / m₁) ^ 2) * ‖u‖ * ‖v‖ ↔
      (m₁ + m₂) * ‖u‖ ^ 2 = (m₁ - m₂) * ‖v‖ ^ 2 := by
  have hA : √(m₁ - m₂) ^ 2 = m₁ - m₂ := Real.sq_sqrt (by linarith)
  have hB : √(m₁ + m₂) ^ 2 = m₁ + m₂ := Real.sq_sqrt (by linarith)
  have hd := excess_eq_sq h₂ h₁ h
  constructor
  · intro he
    rw [he, sub_self, mul_zero] at hd
    have h0 := (pow_eq_zero_iff two_ne_zero).mp hd.symm
    linear_combination -(√(m₁ - m₂) * ‖v‖ + √(m₁ + m₂) * ‖u‖) * h0
      - ‖u‖ ^ 2 * hB + ‖v‖ ^ 2 * hA
  · intro he
    have h0 : √(m₁ - m₂) * ‖v‖ = √(m₁ + m₂) * ‖u‖ := by
      apply (sq_eq_sq₀ (by positivity) (by positivity)).mp
      rw [mul_pow, mul_pow, hA, hB, he]
    have hm : 2 * m₁ ≠ 0 := by linarith
    apply mul_left_cancel₀ hm
    linear_combination hd + (√(m₁ - m₂) * ‖v‖ - √(m₁ + m₂) * ‖u‖) * h0

/-- An elastic collision with a lighter resting target never brings a moving projectile to rest. -/
theorem projectile_not_stopped {m₁ m₂ : ℝ} {v u w : V} (h₂ : 0 < m₂) (h₁ : m₂ < m₁)
    (hv : v ≠ 0) (h : ElasticCollision m₁ m₂ v u w) : u ≠ 0 := by
  rintro rfl
  have hk := projectile_relation (h₂.trans h₁).ne' h
  simp only [inner_zero_left, norm_zero] at hk
  have hp : 0 < (m₁ - m₂) * ‖v‖ ^ 2 :=
    mul_pos (sub_pos.mpr h₁) (pow_pos (norm_pos_iff.mpr hv) 2)
  linarith

/-- In an elastic collision, a moving projectile heavier than the resting target is deflected in the
laboratory by an angle of at most `arcsin (m₂/m₁)`. -/
theorem scattering_angle_le {m₁ m₂ : ℝ} {v u w : V} (h₂ : 0 < m₂) (h₁ : m₂ < m₁)
    (hv : v ≠ 0) (h : ElasticCollision m₁ m₂ v u w) :
    angle u v ≤ Real.arcsin (m₂ / m₁) := by
  have hu := projectile_not_stopped h₂ h₁ hv h
  have hp : 0 < ‖u‖ * ‖v‖ := mul_pos (norm_pos_iff.mpr hu) (norm_pos_iff.mpr hv)
  have hcos : √(1 - (m₂ / m₁) ^ 2) ≤ Real.cos (angle u v) := by
    apply le_of_mul_le_mul_right _ hp
    rw [cos_angle_mul_norm_mul_norm, ← mul_assoc]
    exact inner_lower_bound h₂ h₁ h
  -- the cosine decreases on `[0, π]`
  by_contra hlt
  have h0 : 0 ≤ Real.arcsin (m₂ / m₁) :=
    Real.arcsin_nonneg.mpr (div_pos h₂ (h₂.trans h₁)).le
  have hc := Real.cos_lt_cos_of_nonneg_of_le_pi h0 (angle_le_pi u v) (not_le.mp hlt)
  rw [Real.cos_arcsin] at hc
  linarith

/-- The maximum angle is reached: for a projectile heavier than the target and a vector `n`
orthogonal to `v ≠ 0` and of equal length, this explicit collision deflects the projectile
by exactly `arcsin (m₂/m₁)`. -/
theorem maximum_angle_attained {m₁ m₂ s : ℝ} {v n : V} (h₂ : 0 < m₂) (h₁ : m₂ < m₁)
    (hv : v ≠ 0) (hvn : ⟪v, n⟫_ℝ = 0) (hn : ‖n‖ = ‖v‖)
    (hs : s = √((m₁ - m₂) / (m₁ + m₂))) :
    ElasticCollision m₁ m₂ v ((1 - m₂ / m₁) • v + (m₂ / m₁ * s) • n) (v - s • n) ∧
      angle ((1 - m₂ / m₁) • v + (m₂ / m₁ * s) • n) v = Real.arcsin (m₂ / m₁) := by
  have hm : 0 < m₁ := h₂.trans h₁
  have hD : 0 < m₁ + m₂ := by linarith
  have hr : m₂ / m₁ * m₁ = m₂ := div_mul_cancel₀ _ hm.ne'
  have hq : s ^ 2 * (m₁ + m₂) = m₁ - m₂ := by
    rw [hs, Real.sq_sqrt (div_nonneg (by linarith) hD.le), div_mul_cancel₀ _ hD.ne']
  have h3 : (1 + m₂ / m₁) * s ^ 2 = 1 - m₂ / m₁ := by
    apply mul_left_cancel₀ hm.ne'
    linear_combination hq + (s ^ 2 + 1) * hr
  -- speeds after the collision
  have hU : ‖(1 - m₂ / m₁) • v + (m₂ / m₁ * s) • n‖ ^ 2 = s ^ 2 * ‖v‖ ^ 2 := by
    rw [norm_add_sq_real, real_inner_smul_left, real_inner_smul_right, hvn, norm_smul,
      norm_smul, hn, mul_pow, mul_pow, Real.norm_eq_abs, Real.norm_eq_abs, sq_abs, sq_abs]
    linear_combination (m₂ / m₁ - 1) * ‖v‖ ^ 2 * h3
  have hW : ‖v - s • n‖ ^ 2 = (1 + s ^ 2) * ‖v‖ ^ 2 := by
    rw [norm_sub_sq_real, real_inner_smul_right, hvn, norm_smul, hn, mul_pow,
      Real.norm_eq_abs, sq_abs]
    ring
  have hcol : ElasticCollision m₁ m₂ v
      ((1 - m₂ / m₁) • v + (m₂ / m₁ * s) • n) (v - s • n) := by
    refine ⟨?_, ?_⟩
    · linear_combination (norm := module) hr • (v - s • n)
    · rw [hU, hW]
      linear_combination -(‖v‖ ^ 2 / 2) * hq
  refine ⟨hcol, ?_⟩
  have he := (inner_eq_bound_iff h₂ h₁ hcol).mpr (by
    rw [hU]
    linear_combination ‖v‖ ^ 2 * hq)
  have hu := projectile_not_stopped h₂ h₁ hv hcol
  have hp := mul_pos (norm_pos_iff.mpr hu) (norm_pos_iff.mpr hv)
  have h0 : 0 ≤ Real.arcsin (m₂ / m₁) := Real.arcsin_nonneg.mpr (div_pos h₂ hm).le
  have hpi : Real.arcsin (m₂ / m₁) ≤ Real.pi := by
    linarith [Real.arcsin_le_pi_div_two (m₂ / m₁), Real.pi_pos]
  apply Real.injOn_cos ⟨angle_nonneg _ _, angle_le_pi _ _⟩ ⟨h0, hpi⟩
  apply mul_right_cancel₀ hp.ne'
  rw [cos_angle_mul_norm_mul_norm, Real.cos_arcsin, he, mul_assoc]

/-- A moving projectile lighter than the resting target can be thrown straight back, at angle
`π`, by an explicit head-on collision. -/
theorem light_projectile_backscatters {m₁ m₂ : ℝ} {v : V} (h₁ : 0 < m₁) (h₂ : m₁ < m₂)
    (hv : v ≠ 0) :
    ElasticCollision m₁ m₂ v (((m₁ - m₂) / (m₁ + m₂)) • v) ((2 * m₁ / (m₁ + m₂)) • v) ∧
      angle (((m₁ - m₂) / (m₁ + m₂)) • v) v = Real.pi := by
  have hD : 0 < m₁ + m₂ := by linarith
  have hneg : (m₁ - m₂) / (m₁ + m₂) < 0 := div_neg_of_neg_of_pos (by linarith) hD
  have ha : (m₁ - m₂) / (m₁ + m₂) * (m₁ + m₂) = m₁ - m₂ := div_mul_cancel₀ _ hD.ne'
  have hb : 2 * m₁ / (m₁ + m₂) * (m₁ + m₂) = 2 * m₁ := div_mul_cancel₀ _ hD.ne'
  set a := (m₁ - m₂) / (m₁ + m₂)
  set b := 2 * m₁ / (m₁ + m₂)
  have hab : b = 1 + a := by
    apply mul_right_cancel₀ hD.ne'
    linear_combination hb - ha
  have hP : m₁ = m₁ * a + m₂ * b := by
    apply mul_right_cancel₀ hD.ne'
    linear_combination -m₁ * ha - m₂ * hb
  refine ⟨⟨?_, ?_⟩, ?_⟩
  · linear_combination (norm := module) hP • v
  · simp only [norm_smul, mul_pow, Real.norm_eq_abs, sq_abs]
    linear_combination (‖v‖ ^ 2 / 2) * ((1 + a) * hP - m₂ * b * hab)
  · rw [angle_smul_left_of_neg _ _ hneg, angle_neg_self_of_nonzero hv]

end MaximumScatteringAngle
```

```lean
#print axioms MaximumScatteringAngle.scattering_angle_le
#print axioms MaximumScatteringAngle.maximum_angle_attained
#print axioms MaximumScatteringAngle.light_projectile_backscatters
```

```
'MaximumScatteringAngle.scattering_angle_le' depends on axioms: [propext, Classical.choice, Quot.sound]
'MaximumScatteringAngle.maximum_angle_attained' depends on axioms: [propext, Classical.choice, Quot.sound]
'MaximumScatteringAngle.light_projectile_backscatters' depends on axioms: [propext, Classical.choice, Quot.sound]
```

## What is assumed and how it is checked

`V` is any real inner-product space; ordinary velocities live in \(\mathbb R^3\). `ElasticCollision m₁ m₂ v u w` states the two conservation laws, with the target's initial velocity set to zero. The mass conditions are separate hypotheses. `angle u v` is unoriented, in radians, between \(0\) and \(\pi\). Attainment needs the vector `n`, which does not exist in one dimension when \(v\ne0\).

The theorems apply to a simulated non-relativistic event with a resting target if the two particles keep their masses and their total momentum and total kinetic energy are the same before and after. For an isolated pair with unchanged masses, both totals are conserved when the interaction energy is zero in both states and no energy has been exchanged with internal excitations.

`projectile_relation` takes squared norms of the momentum equation, and `linear_combination` adds the energy equation to give (1). `excess_eq_sq` completes the square; `inner_lower_bound` uses its nonnegativity, and `inner_eq_bound_iff` treats equality. `projectile_not_stopped` excludes \(u=0\), so that `scattering_angle_le` can divide by the norms and argue by contradiction from the decrease of cosine. `maximum_angle_attained` verifies the explicit collision, then recovers the angle from the injectivity of cosine on \([0,\pi]\). `light_projectile_backscatters` checks the head-on case.
